# Two central differences of a smooth force give its slope with fourth-order truncation error and a sharp noise bound

The force is modelled as a function $f:\mathbb R\to\mathbb R$ of a single displacement coordinate, and forces that carry errors are modelled as a second function, close to the first at the sampled positions. In a crystal, $f$ can be one Cartesian component of the force on one atom while one atom, the same or another, is moved along a line. The force constant at position $x$ is then $-f'(x)$. Errors have a maximum size but no probability distribution, so the noise bound is a worst case.

```lean
import Mathlib

open Set

namespace ExtrapolatedForceConstant

noncomputable section
```

For a displacement $d\neq0$, the central difference is
$$D(d)=\frac{f(x+d)-f(x-d)}{2d}.$$
In Lean it is `centralDiff F x d`, with the force and the position as explicit arguments.

```lean
/-- Central difference of the force `F` at `x` with displacement `d ≠ 0`. -/
def centralDiff (F : ℝ → ℝ) (x d : ℝ) : ℝ := (F (x + d) - F (x - d)) / (2 * d)
```

The quantity studied below combines two displacements, and so needs four forces:
$$R_f(d)=\frac{4D(d)-D(2d)}{3}.$$

```lean
/-- Extrapolated slope of the force at `x`, built from the central differences with
displacements `d` and `2 d`, for `d ≠ 0`. -/
def extrapolated (F : ℝ → ℝ) (x d : ℝ) : ℝ :=
  (4 * centralDiff F x d - centralDiff F x (2 * d)) / 3
```

Finite-displacement phonon calculations build force constants from differences of forces, commonly with a single displacement length; the extrapolation above adds a second length. The results here concern one force component along one coordinate.

## (a) Polynomial forces of low degree

**Task.** Let $p$ be a polynomial of degree at most 4 and $d\neq0$. Show that, at every $x$,
$$R_p(d)=p'(x).$$

**Solution.** Write $p(y)=\sum_{k=0}^{4}p_k y^k$. For a displacement $h\neq0$ the even powers of $h$ cancel in $p(x+h)-p(x-h)$, and division by $2h$ leaves
$$D(h)=p_1+2p_2x+p_3(3x^2+h^2)+p_4(4x^3+4xh^2)=p'(x)+(p_3+4p_4x)\,h^2.$$
In $4D(d)-D(2d)$ the quadratic terms carry the factor $4d^2-(2d)^2=0$. What remains is $3p'(x)$, and division by 3 gives the claim.

In the Lean statement the degree condition is `p.natDegree ≤ 4`, and `p.derivative` is the formal derivative of the polynomial. The proof writes $p$ and $p'$ as sums over five and four coefficients. Then `field_simp` clears the displacement from the denominators and `ring` carries out the cancellation above.

```lean
/-- For a polynomial force of degree at most 4 and `d ≠ 0`, the extrapolated slope is the
exact derivative of the force. -/
theorem extrapolated_exact (p : Polynomial ℝ) (hp : p.natDegree ≤ 4) (x : ℝ) {d : ℝ}
    (hd : d ≠ 0) :
    extrapolated (fun y => p.eval y) x d = p.derivative.eval x := by
  have h1 : p.natDegree < 5 := by omega
  have h2 : p.derivative.natDegree < 4 := by
    have := Polynomial.natDegree_derivative_le p
    omega
  -- expand the force and its derivative in the coefficients of `p`
  simp only [extrapolated, centralDiff, Polynomial.eval_eq_sum_range' h1,
    Polynomial.eval_eq_sum_range' h2, Polynomial.coeff_derivative, Finset.sum_range_succ,
    Finset.sum_range_zero]
  push_cast
  field_simp
  ring
```

## (b) The first power that fails

**Task.** For the force $f(y)=y^5$ and $d\neq0$, show that at every $x$
$$R_f(d)-f'(x)=-4d^4.$$

**Solution.** The binomial expansion gives
$$D(h)=5x^4+10x^2h^2+h^4.$$
The quadratic term cancels as before. The quartic term contributes
$$\frac{4d^4-(2d)^4}{3}=\frac{4-16}{3}\,d^4=-4d^4,$$
and $5x^4$ is the exact slope. The force constant $-f'(x)$ is therefore overestimated by $4d^4$.

Here the slope is the analytic derivative `deriv`, which `simp` evaluates to $5x^4$. The rest is the same algebra as in (a).

```lean
/-- For the quintic force `y ^ 5` and `d ≠ 0`, the extrapolated slope errs by exactly
`-4 d ^ 4` at every position `x`. -/
theorem extrapolated_quintic (x : ℝ) {d : ℝ} (hd : d ≠ 0) :
    extrapolated (fun y => y ^ 5) x d - deriv (fun y : ℝ => y ^ 5) x = -4 * d ^ 4 := by
  have h : deriv (fun y : ℝ => y ^ 5) x = 5 * x ^ 4 := by
    simp
  rw [h]
  simp only [extrapolated, centralDiff]
  field_simp
  ring
```

## (c) Errors in the four forces

**Task.** Let $d>0$, and let $g$ differ from $f$ by at most $s$ at $x\pm d$ and $x\pm2d$. Show that
$$|R_g(d)-R_f(d)|\le\frac{3s}{2d}.$$

**Solution.** Put $e=g-f$. Bringing the two central differences to a common denominator gives
$$R_g(d)-R_f(d)=\frac{8e(x+d)-8e(x-d)-e(x+2d)+e(x-2d)}{12d}.$$
By the triangle inequality the numerator is at most $(8+8+1+1)s=18s$ in size, and $18s/(12d)=3s/(2d)$.

The number $s$ stands for the accuracy of the computed forces, limited for example by incomplete self-consistency. In Lean $g$ is `G`, and the hypothesis `h` restricts it only at the four sampled positions. The identity above is `e` in the proof. Each use of `abs_le.1` turns an error bound into two linear inequalities, which `linarith` adds with the weights 8, 8, 1, 1.

```lean
/-- If the force `G` differs from `F` by at most `s` at the four sampled positions, the extrapolated
slope changes by at most `3 s / (2 d)`, for `d > 0`. -/
theorem noise_bound (F G : ℝ → ℝ) (x : ℝ) {d s : ℝ} (hd : 0 < d)
    (h : ∀ y ∈ ({x + d, x - d, x + 2 * d, x - 2 * d} : Set ℝ), |G y - F y| ≤ s) :
    |extrapolated G x d - extrapolated F x d| ≤ 3 * s / (2 * d) := by
  have a := abs_le.1 (h (x + d) (by simp))
  have b := abs_le.1 (h (x - d) (by simp))
  have a' := abs_le.1 (h (x + 2 * d) (by simp))
  have b' := abs_le.1 (h (x - 2 * d) (by simp))
  have h12 : 0 < 12 * d := by positivity
  -- the four errors enter with weights 8, 8, 1, 1 over `12 d`
  have e : extrapolated G x d - extrapolated F x d =
      (8 * (G (x + d) - F (x + d)) - 8 * (G (x - d) - F (x - d))
        - (G (x + 2 * d) - F (x + 2 * d)) + (G (x - 2 * d) - F (x - 2 * d))) / (12 * d) := by
    simp only [extrapolated, centralDiff]
    field_simp
    ring
  have e' : 3 * s / (2 * d) = 18 * s / (12 * d) := by
    rw [div_eq_div_iff (by positivity) (by positivity)]
    ring
  rw [e, e', abs_div, abs_of_pos h12, div_le_div_iff_of_pos_right h12, abs_le]
  constructor <;> linarith [a.1, a.2, b.1, b.2, a'.1, a'.2, b'.1, b'.2]
```

## (d) An error pattern that reaches the bound

**Task.** For $d>0$ and $s\ge0$, find an error $e$ with $|e(y)|=s$ for all $y$ such that, for every force $f$,
$$R_{f+e}(d)-R_f(d)=\frac{3s}{2d}.$$

**Solution.** Choose the signs so that all four terms in the numerator of (c) are non-negative:
$$e(x+d)=e(x-2d)=s,\qquad e(x-d)=e(x+2d)=-s.$$
The numerator is then $18s$. The four positions are distinct because $d>0$, so the choice is consistent. At all other positions set $e=-s$.

This pattern is defined as `worstError`.

```lean
/-- Error pattern equal to `s` at `x + d` and `x - 2 d`, and to `-s` at all other positions. -/
def worstError (x d s y : ℝ) : ℝ :=
  open Classical in if y = x + d ∨ y = x - 2 * d then s else -s
```

The theorem states both properties, the size and the shift. Its proof evaluates the pattern at the four positions (`e1` to `e4`), where `linarith` rules out coincidences between them, and then simplifies.

```lean
/-- The noise bound is attained: for `d > 0` and `s ≥ 0` the pattern `worstError` has size `s`
everywhere and shifts the extrapolated slope of any force by exactly `3 s / (2 d)`. -/
theorem noise_bound_attained (F : ℝ → ℝ) (x : ℝ) {d s : ℝ} (hd : 0 < d) (hs : 0 ≤ s) :
    (∀ y, |worstError x d s y| = s) ∧
      extrapolated (fun y => F y + worstError x d s y) x d - extrapolated F x d
        = 3 * s / (2 * d) := by
  constructor
  · intro y
    unfold worstError
    split_ifs
    · exact abs_of_nonneg hs
    · rw [abs_neg, abs_of_nonneg hs]
  · have e1 : worstError x d s (x + d) = s := if_pos (Or.inl rfl)
    have e2 : worstError x d s (x - 2 * d) = s := if_pos (Or.inr rfl)
    have e3 : worstError x d s (x - d) = -s :=
      if_neg (by rintro (h | h) <;> linarith)
    have e4 : worstError x d s (x + 2 * d) = -s :=
      if_neg (by rintro (h | h) <;> linarith)
    simp only [extrapolated, centralDiff, e1, e2, e3, e4]
    field_simp
    ring
```

## (e) From a bounded derivative to a bounded change

**Task.** Let $\varphi$ be differentiable on $\mathbb R$, $a\le b$, $n$ a natural number, and $|\varphi'(t)|\le c\,(n+1)\,t^n$ on $[a,b]$. Show that
$$|\varphi(b)-\varphi(a)|\le c\,b^{n+1}-c\,a^{n+1}.$$

**Solution.** The functions $c\,t^{n+1}-\varphi(t)$ and $c\,t^{n+1}+\varphi(t)$ have derivatives $c(n+1)t^n\mp\varphi'(t)\ge0$ on $[a,b]$, so both are non-decreasing there. Comparing their values at $a$ and $b$ bounds $\varphi(b)-\varphi(a)$ from above and from below.

This does the work of integrating the inequality without introducing an integral. In Lean, `h1` and `h2` are the two monotonicity statements, and `k1` and `k2` are their values at the endpoints.

```lean
/-- Let `φ` be differentiable on `ℝ` and `a ≤ b`. If the absolute value of its derivative is bounded
on `[a, b]` by the derivative of `c t ^ (n + 1)`, then `φ` changes between `a` and `b` by at most
the change of `c t ^ (n + 1)`. -/
theorem growth_bound {φ φ' : ℝ → ℝ} {a b c : ℝ} (hφ : ∀ t, HasDerivAt φ (φ' t) t) (n : ℕ)
    (hab : a ≤ b) (h : ∀ t ∈ Icc a b, |φ' t| ≤ c * ((n + 1) * t ^ n)) :
    |φ b - φ a| ≤ c * b ^ (n + 1) - c * a ^ (n + 1) := by
  have hB : ∀ t : ℝ, HasDerivAt (fun t => c * t ^ (n + 1)) (c * ((n + 1) * t ^ n)) t :=
    fun t => ((hasDerivAt_pow (n + 1) t).const_mul c).congr_deriv (by simp)
  have h1 : MonotoneOn (fun t => c * t ^ (n + 1) - φ t) (Icc a b) :=
    monotoneOn_of_deriv_nonneg (convex_Icc a b)
      (fun t _ => ((hB t).fun_sub (hφ t)).continuousAt.continuousWithinAt)
      (fun t _ => ((hB t).fun_sub (hφ t)).differentiableAt.differentiableWithinAt)
      (fun t ht => by
        rw [((hB t).fun_sub (hφ t)).deriv]
        linarith [(abs_le.1 (h t (interior_subset ht))).2])
  have h2 : MonotoneOn (fun t => c * t ^ (n + 1) + φ t) (Icc a b) :=
    monotoneOn_of_deriv_nonneg (convex_Icc a b)
      (fun t _ => ((hB t).fun_add (hφ t)).continuousAt.continuousWithinAt)
      (fun t _ => ((hB t).fun_add (hφ t)).differentiableAt.differentiableWithinAt)
      (fun t ht => by
        rw [((hB t).fun_add (hφ t)).deriv]
        linarith [(abs_le.1 (h t (interior_subset ht))).1])
  have k1 := h1 (left_mem_Icc.2 hab) (right_mem_Icc.2 hab) hab
  have k2 := h2 (left_mem_Icc.2 hab) (right_mem_Icc.2 hab) hab
  beta_reduce at k1 k2
  exact abs_le.2 ⟨by linarith, by linarith⟩
```

## (f) Truncation error for a smooth force

**Task.** Let $f$ be five times continuously differentiable, $d>0$, and $|f^{(5)}|\le M$ on $[x-2d,x+2d]$. Show that
$$|R_f(d)-f'(x)|\le\frac{M d^4}{30}.$$

**Solution.** For $0\le t\le d$ define
$$\varphi(t)=8f(x+t)-8f(x-t)-f(x+2t)+f(x-2t)-12t\,f'(x).$$
For $t>0$ this is $12t$ times the error $R_f(t)-f'(x)$. Its derivatives are
$$\varphi'(t)=8f'(x+t)+8f'(x-t)-2f'(x+2t)-2f'(x-2t)-12f'(x),$$
$$\varphi''(t)=8f''(x+t)-8f''(x-t)-4f''(x+2t)+4f''(x-2t),$$
$$\varphi'''(t)=-8\,[E(2t)-E(t)],\qquad E(u)=f'''(x+u)+f'''(x-u).$$
Moreover $\varphi(0)=\varphi'(0)=\varphi''(0)=0$.

For $0\le u\le2d$, part (e) with $n=0$, applied to $f^{(4)}$ between $x-u$ and $x+u$, gives
$$|E'(u)|=|f^{(4)}(x+u)-f^{(4)}(x-u)|\le2Mu.$$
Part (e) with $n=1$, applied to $E$ between $t$ and $2t$, then gives $|E(2t)-E(t)|\le M(4t^2-t^2)=3Mt^2$, so $|\varphi'''(t)|\le24Mt^2$. Three further uses from zero, with $n=2,3,4$, give in turn
$$|\varphi''(t)|\le8Mt^3,\qquad|\varphi'(t)|\le2Mt^4,\qquad|\varphi(d)|\le\tfrac25Md^5.$$
Division by $12d$ gives the claim.

If $f$ is the force on the displaced atom along its line of motion, then $f=-V'$ for the potential energy $V$ along that line, and $M$ bounds the size of the sixth derivative of $V$, a measure of high-order anharmonicity. For other force components, $f^{(5)}$ is, up to sign, a mixed sixth derivative of the potential energy. The quintic force of (b) has $f^{(5)}=120$, and $120\,d^4/30=4d^4$ is the size of its error, so the constant $1/30$ is the best possible.

In the limit $d\to0$ with $M$ and $s>0$ fixed, this truncation bound vanishes while the noise bound of (c) grows like $1/d$. For $M>0$ the sum of the two bounds is smallest at the displacement where the noise bound is four times the truncation bound; reducing $d$ below that value makes the sum larger.

The Lean hypothesis `ContDiff ℝ 5 f` asks for smoothness on the whole line, an idealisation for interatomic forces that diverge when atoms meet. The bound by $M$ is needed only on the sampled interval.

In the proof, `g k` is the $k$-th derivative of $f$, and `hs` and `hL` supply the chain rule for the shifted and scaled arguments. The step `h3` bounds $E(2t)-E(t)$; `h2`, `h1` and `h0` bound $\varphi''$, $\varphi'$ and $\varphi$. In `h1` the term $12f'(x)$ appears as the starting value at $t=0$. Finally, `h'` identifies the result with $12d$ times the error, and the positive factor is cancelled.

```lean
/-- If the force is five times continuously differentiable and its fifth derivative is bounded
by `M` on `[x - 2 d, x + 2 d]`, `d > 0`, the extrapolated slope errs by at most `M d ^ 4 / 30`. -/
theorem truncation_bound {f : ℝ → ℝ} (hf : ContDiff ℝ 5 f) {x d M : ℝ} (hd : 0 < d)
    (hM : ∀ y ∈ Icc (x - 2 * d) (x + 2 * d), |iteratedDeriv 5 f y| ≤ M) :
    |extrapolated f x d - deriv f x| ≤ M * d ^ 4 / 30 := by
  obtain ⟨g, hgdef⟩ : ∃ g : ℕ → ℝ → ℝ, g = fun k => iteratedDeriv k f := ⟨_, rfl⟩
  have g0 : f = g 0 := by rw [hgdef]; exact iteratedDeriv_zero.symm
  have g1 : deriv f = g 1 := by rw [hgdef]; exact iteratedDeriv_one.symm
  have hg : ∀ k < 5, ∀ y, HasDerivAt (g k) (g (k + 1) y) y := by
    intro k hk y
    simp only [hgdef, iteratedDeriv_succ (n := k)]
    exact (hf.differentiable_iteratedDeriv k (by exact_mod_cast hk) y).hasDerivAt
  replace hM : ∀ y ∈ Icc (x - 2 * d) (x + 2 * d), |g 5 y| ≤ M := by rw [hgdef]; exact hM
  rw [g1, g0]
  have hs : ∀ k < 5, ∀ c t : ℝ,
      HasDerivAt (fun t => g k (x + c * t)) (c * g (k + 1) (x + c * t)) t := by
    intro k hk c t
    have h1 : HasDerivAt (fun t => x + c * t) c t := by
      simpa using ((hasDerivAt_id' t).const_mul c).const_add x
    exact (HasDerivAt.comp (h₂ := g k) (h := fun t => x + c * t) t
      (hg k hk (x + c * t)) h1).congr_deriv (mul_comm _ _)
  have hL := fun k hk (A B C D t : ℝ) =>
    ((((hs k hk 1 t).const_mul A).fun_add ((hs k hk (-1) t).const_mul B)).fun_add
      ((hs k hk 2 t).const_mul C)).fun_add ((hs k hk (-2) t).const_mul D)
  -- the even part of the third derivative, compared at `t` and `2 t`
  have h3 : ∀ t ∈ Icc 0 d, |(g 3 (x + 1 * (2 * t)) + g 3 (x + (-1) * (2 * t))) -
      (g 3 (x + 1 * t) + g 3 (x + (-1) * t))| ≤ 3 * M * t ^ 2 := by
    intro t ht
    have h := growth_bound (a := t) (b := 2 * t) (c := M)
      (fun u => (hs 3 (by norm_num) 1 u).fun_add (hs 3 (by norm_num) (-1) u)) 1
      (by linarith [ht.1]) (fun u hu => by
        have h := growth_bound (a := x + (-1) * u) (b := x + 1 * u) (c := M)
          (hg 4 (by norm_num)) 0 (by linarith [ht.1, hu.1]) (fun y hy => by
            simpa using hM y ⟨by linarith [hy.1, hu.2, ht.2], by linarith [hy.2, hu.2, ht.2]⟩)
        refine le_trans (le_of_eq (congrArg abs ?_)) (h.trans (le_of_eq ?_))
        · ring
        · push_cast
          ring)
    exact h.trans (le_of_eq (by ring))
  -- three integrations from zero displacement
  have h2 : ∀ t ∈ Icc 0 d, |8 * g 2 (x + 1 * t) + (-8) * g 2 (x + (-1) * t)
      + (-4) * g 2 (x + 2 * t) + 4 * g 2 (x + (-2) * t)| ≤ 8 * M * t ^ 3 := by
    intro t ht
    have h := growth_bound (c := 8 * M) (hL 2 (by norm_num) 8 (-8) (-4) 4) 2 ht.1
      (fun u hu => by
        have h := h3 u ⟨hu.1, hu.2.trans ht.2⟩
        rw [show x + 1 * (2 * u) = x + 2 * u by ring,
          show x + (-1) * (2 * u) = x + (-2) * u by ring, abs_le] at h
        rw [abs_le]
        push_cast
        constructor <;> linarith [h.1, h.2])
    simp only [mul_zero, add_zero] at h
    convert h using 1
    · congr 1; ring
    · ring
  have h1 : ∀ t ∈ Icc 0 d, |8 * g 1 (x + 1 * t) + 8 * g 1 (x + (-1) * t)
      + (-2) * g 1 (x + 2 * t) + (-2) * g 1 (x + (-2) * t) - 12 * g 1 x|
        ≤ 2 * M * t ^ 4 := by
    intro t ht
    have h := growth_bound (c := 2 * M) (hL 1 (by norm_num) 8 8 (-2) (-2)) 3 ht.1
      (fun u hu => by
        have h := abs_le.1 (h2 u ⟨hu.1, hu.2.trans ht.2⟩)
        rw [abs_le]
        push_cast
        constructor <;> linarith [h.1, h.2])
    simp only [mul_zero, add_zero] at h
    convert h using 1
    · congr 1; ring
    · ring
  have hlin : ∀ t : ℝ, HasDerivAt (fun t => 12 * g 1 x * t) (12 * g 1 x) t := fun t => by
    simpa using (hasDerivAt_id' t).const_mul (12 * g 1 x)
  have h0 := growth_bound (c := 2 * M / 5)
    (fun t => (hL 0 (by norm_num) 8 (-8) (-1) 1 t).fun_sub (hlin t)) 4 hd.le
    (fun u hu => by
      have h := abs_le.1 (h1 u hu)
      rw [abs_le]
      push_cast
      constructor <;> linarith [h.1, h.2])
  simp only [mul_zero, add_zero] at h0
  have h12 : 0 < 12 * d := by positivity
  -- the integrated quantity is `12 d` times the error of the slope
  have h' : |(extrapolated (g 0) x d - g 1 x) * (12 * d)| ≤ M * d ^ 4 / 30 * (12 * d) := by
    refine le_trans (le_of_eq (congrArg abs ?_)) (h0.trans (le_of_eq (by ring)))
    rw [show x + 1 * d = x + d by ring, show x + (-1) * d = x - d by ring,
      show x + (-2) * d = x - 2 * d by ring]
    simp only [extrapolated, centralDiff]
    field_simp
    ring
  rw [abs_mul, abs_of_pos h12] at h'
  exact le_of_mul_le_mul_right h' h12

end

end ExtrapolatedForceConstant
```

```lean
#print axioms ExtrapolatedForceConstant.extrapolated_quintic
#print axioms ExtrapolatedForceConstant.noise_bound
#print axioms ExtrapolatedForceConstant.noise_bound_attained
#print axioms ExtrapolatedForceConstant.truncation_bound
```

```
'ExtrapolatedForceConstant.extrapolated_quintic' depends on axioms: [propext, Classical.choice, Quot.sound]
'ExtrapolatedForceConstant.noise_bound' depends on axioms: [propext, Classical.choice, Quot.sound]
'ExtrapolatedForceConstant.noise_bound_attained' depends on axioms: [propext, Classical.choice, Quot.sound]
'ExtrapolatedForceConstant.truncation_bound' depends on axioms: [propext, Classical.choice, Quot.sound]
```
